# Loop work of a linear planar force and exponential growth of two antisymmetrically coupled degenerate modes

## Can a sideways force make two stable modes run away?

Take two vibrational coordinates x = (x₀, x₁) of unit mass and the force F = −Kx with

K = [[3, 4], [−4, 3]].

Each mode alone is a stable oscillator, yet eᵗ(cos 2t, sin 2t) solves x″ = −Kx. The coupling force 4(−x₁, x₀) points along every circle about the origin, so each counterclockwise turn gains energy. I have seen this called the atomic waterwheel. I would like the work per loop for any real 2 × 2 matrix K, and the growth for K = [[k, a], [−a, k]] with k > 0 and a ≠ 0, derived rigorously and machine-checked.

## The work is πr²(K₀₁ − K₁₀)

Indices run over 0 and 1 as in Lean, so K₀₁ is `K 0 1`. On the circle c(θ) = r(cos θ, sin θ) the tangent is c′ = r(−sin θ, cos θ), and

F·c′ = r²[(K₀₀ − K₁₁) sin θ cos θ + K₀₁ sin²θ − K₁₀ cos²θ].

Over a full turn the three trigonometric factors integrate to 0, π and π, so the work is

W = πr²(K₀₁ − K₁₀).

For r ≠ 0 it vanishes exactly when K is symmetric. With velocity v = x′ and E = v·v/2 + x·Kx/2,

dE/dt = −v·Kx + (v·Kx + x·Kv)/2 = ½(K₀₁ − K₁₀)(x₀v₁ − x₁v₀).

The power is proportional to the angular momentum.

## A growing spiral for a ≠ 0, bounded motion for a = 0 and k > 0

With z = x₀ + i x₁ the degenerate case becomes z″ = (−k + ia)z. The trial z = exp((γ + iω)t), with real growth rate γ and angular frequency ω, requires

γ² − ω² = −k,  2γω = a.

Inserting ω = a/(2γ) gives 4γ⁴ + 4kγ² − a² = 0, whose positive root in γ² yields

γ = √((√(k² + a²) − k)/2).

Since √(k² + a²) > k for a ≠ 0, γ > 0 and |z| = e^{γt}. Your case k = 3, a = 4 gives γ = 1, ω = 2. Also aω = a²/(2γ) > 0: the spiral turns in the sense in which the loop work is positive. For a = 0 the energy is constant and k|x|²/2 ≤ E(0), so for k > 0

|x(t)| ≤ √(2E(0)/k).

```lean
import Mathlib

open Matrix
open scoped Real

namespace AtomicWaterwheel

noncomputable section

/-- The linear planar force `F(x) = -K x`. -/
def force (K : Matrix (Fin 2) (Fin 2) ℝ) (x : Fin 2 → ℝ) : Fin 2 → ℝ := -(K *ᵥ x)

/-- The point `r (cos θ, sin θ)` of the plane. -/
def circlePt (r θ : ℝ) : Fin 2 → ℝ := ![r * Real.cos θ, r * Real.sin θ]

/-- The work `∮ F · dx` done by the force `-K x` once counterclockwise around the circle
of radius `r` about the origin. -/
def loopWork (K : Matrix (Fin 2) (Fin 2) ℝ) (r : ℝ) : ℝ :=
  ∫ θ in (0 : ℝ)..2 * π, force K (circlePt r θ) ⬝ᵥ deriv (circlePt r) θ

/-- Newton's equations for unit mass: `x' = v` and `v' = -K x` at all times. -/
def IsMotion (K : Matrix (Fin 2) (Fin 2) ℝ) (x v : ℝ → Fin 2 → ℝ) : Prop :=
  ∀ t, HasDerivAt x (v t) t ∧ HasDerivAt v (force K (x t)) t

/-- Kinetic plus harmonic energy, `v · v / 2 + x · K x / 2`. -/
def energy (K : Matrix (Fin 2) (Fin 2) ℝ) (x v : Fin 2 → ℝ) : ℝ :=
  v ⬝ᵥ v / 2 + x ⬝ᵥ K *ᵥ x / 2

/-- Euclidean length of a displacement. -/
def len (x : Fin 2 → ℝ) : ℝ := Real.sqrt (x ⬝ᵥ x)

/-- Force-constant matrix of two degenerate modes of stiffness `k` with antisymmetric
coupling `a`. -/
def wheel (k a : ℝ) : Matrix (Fin 2) (Fin 2) ℝ := !![k, a; -a, k]

/-- The spiral `e^{γ t} (cos ω t, sin ω t)`. -/
def spiral (γ ω t : ℝ) : Fin 2 → ℝ := circlePt (Real.exp (γ * t)) (ω * t)

/-- The growth rate `γ = √((√(k² + a²) - k) / 2)`. -/
def growthRate (k a : ℝ) : ℝ := Real.sqrt ((Real.sqrt (k ^ 2 + a ^ 2) - k) / 2)

/-- The signed angular frequency `ω = a / (2 γ)`. -/
def spinRate (k a : ℝ) : ℝ := a / (2 * growthRate k a)

/-- A planar curve is differentiated component by component. -/
theorem hasDerivAt_pair {f g : ℝ → ℝ} {f' g' t : ℝ} (hf : HasDerivAt f f' t)
    (hg : HasDerivAt g g' t) : HasDerivAt (fun s => ![f s, g s]) ![f', g'] t := by
  rw [hasDerivAt_pi, Fin.forall_fin_two]
  exact ⟨hf, hg⟩

/-- The work of `-K x` around the counterclockwise circle of radius `r` is `π r² (K₀₁ - K₁₀)`. -/
theorem loopWork_eq (K : Matrix (Fin 2) (Fin 2) ℝ) (r : ℝ) :
    loopWork K r = π * r ^ 2 * (K 0 1 - K 1 0) := by
  have hc : ∀ θ, HasDerivAt (circlePt r) ![r * -Real.sin θ, r * Real.cos θ] θ := fun θ =>
    hasDerivAt_pair ((Real.hasDerivAt_cos θ).const_mul r) ((Real.hasDerivAt_sin θ).const_mul r)
  -- the integrand `F · dx/dθ`
  have hf : ∀ θ, force K (circlePt r θ) ⬝ᵥ deriv (circlePt r) θ =
      r ^ 2 * ((K 0 0 - K 1 1) * (Real.sin θ * Real.cos θ) + K 0 1 * Real.sin θ ^ 2
        - K 1 0 * Real.cos θ ^ 2) := by
    intro θ
    rw [(hc θ).deriv]
    simp only [force, circlePt, Pi.neg_apply, Matrix.mulVec, dotProduct, Fin.sum_univ_two,
      Matrix.cons_val_zero, Matrix.cons_val_one]
    ring
  -- an explicit antiderivative
  have hG : ∀ θ, HasDerivAt (fun θ => r ^ 2 * (K 0 0 - K 1 1) / 2 * (Real.sin θ * Real.sin θ)
      + r ^ 2 * K 0 1 / 2 * (θ - Real.sin θ * Real.cos θ)
      - r ^ 2 * K 1 0 / 2 * (θ + Real.sin θ * Real.cos θ))
      (r ^ 2 * ((K 0 0 - K 1 1) * (Real.sin θ * Real.cos θ) + K 0 1 * Real.sin θ ^ 2
        - K 1 0 * Real.cos θ ^ 2)) θ := by
    intro θ
    have hs := Real.hasDerivAt_sin θ
    have hsc := hs.fun_mul (Real.hasDerivAt_cos θ)
    refine ((((hs.fun_mul hs).const_mul _).fun_add
      (((hasDerivAt_id' θ).fun_sub hsc).const_mul _)).fun_sub
      (((hasDerivAt_id' θ).fun_add hsc).const_mul _)).congr_deriv ?_
    linear_combination (r ^ 2 * K 1 0 / 2 - r ^ 2 * K 0 1 / 2) * Real.sin_sq_add_cos_sq θ
  have h := intervalIntegral.integral_eq_sub_of_hasDerivAt (a := 0) (b := 2 * π)
    (fun θ _ => hG θ) (Continuous.intervalIntegrable (by fun_prop) _ _)
  simp only [loopWork, hf]
  refine h.trans ?_
  simp only [Real.sin_two_pi, Real.cos_two_pi, Real.sin_zero, Real.cos_zero]
  ring

/-- On a circle of nonzero radius the loop work vanishes exactly when `K` is symmetric. -/
theorem loopWork_eq_zero_iff (K : Matrix (Fin 2) (Fin 2) ℝ) {r : ℝ} (hr : r ≠ 0) :
    loopWork K r = 0 ↔ Kᵀ = K := by
  rw [loopWork_eq]
  constructor
  · intro h
    have hp : π * r ^ 2 ≠ 0 := mul_ne_zero Real.pi_ne_zero (pow_ne_zero 2 hr)
    have hK : K 0 1 = K 1 0 := sub_eq_zero.1 ((mul_eq_zero.1 h).resolve_left hp)
    ext i j
    fin_cases i <;> fin_cases j <;> simp [hK]
  · intro h
    have hK : K 1 0 = K 0 1 := congrFun (congrFun h 0) 1
    rw [hK]
    ring

/-- Along any motion the energy changes at the rate `(K₀₁ - K₁₀) / 2` times the angular momentum `x₀
v₁ - x₁ v₀`. -/
theorem energy_balance {K : Matrix (Fin 2) (Fin 2) ℝ} {x v : ℝ → Fin 2 → ℝ}
    (h : IsMotion K x v) (t : ℝ) :
    HasDerivAt (fun s => energy K (x s) (v s))
      ((K 0 1 - K 1 0) / 2 * (x t 0 * v t 1 - x t 1 * v t 0)) t := by
  have hx0 := hasDerivAt_pi.1 (h t).1 0
  have hx1 := hasDerivAt_pi.1 (h t).1 1
  have hv0 := hasDerivAt_pi.1 (h t).2 0
  have hv1 := hasDerivAt_pi.1 (h t).2 1
  have e : (fun s => energy K (x s) (v s)) = fun s => (v s 0 * v s 0 + v s 1 * v s 1) / 2
      + (x s 0 * (K 0 0 * x s 0 + K 0 1 * x s 1)
        + x s 1 * (K 1 0 * x s 0 + K 1 1 * x s 1)) / 2 := by
    funext s
    simp only [energy, Matrix.mulVec, dotProduct, Fin.sum_univ_two]
  rw [e]
  refine ((((hv0.fun_mul hv0).fun_add (hv1.fun_mul hv1)).div_const 2).fun_add
    (((hx0.fun_mul ((hx0.const_mul _).fun_add (hx1.const_mul _))).fun_add
      (hx1.fun_mul ((hx0.const_mul _).fun_add (hx1.const_mul _)))).div_const 2)).congr_deriv ?_
  simp only [force, Pi.neg_apply, Matrix.mulVec, dotProduct, Fin.sum_univ_two]
  ring

/-- The spiral obeys Newton's equations for the coupled degenerate modes when
`γ² - ω² = -k` and `2 γ ω = a`. -/
theorem spiral_isMotion {k a γ ω : ℝ} (h1 : γ ^ 2 - ω ^ 2 = -k) (h2 : 2 * γ * ω = a) :
    ∃ v, IsMotion (wheel k a) (spiral γ ω) v := by
  have hF : ∀ x, force (wheel k a) x = ![-(k * x 0 + a * x 1), -(-a * x 0 + k * x 1)] := by
    intro x
    ext i
    fin_cases i <;> simp [force, wheel, dotProduct, Fin.sum_univ_two]
  refine ⟨fun t =>
    ![γ * (Real.exp (γ * t) * Real.cos (ω * t)) - ω * (Real.exp (γ * t) * Real.sin (ω * t)),
      γ * (Real.exp (γ * t) * Real.sin (ω * t)) + ω * (Real.exp (γ * t) * Real.cos (ω * t))],
    fun t => ?_⟩
  have he := ((hasDerivAt_id' t).const_mul γ).exp
  have hw := (hasDerivAt_id' t).const_mul ω
  have hC : HasDerivAt (fun s => Real.exp (γ * s) * Real.cos (ω * s))
      (γ * (Real.exp (γ * t) * Real.cos (ω * t)) - ω * (Real.exp (γ * t) * Real.sin (ω * t)))
      t := (he.fun_mul hw.cos).congr_deriv (by ring)
  have hS : HasDerivAt (fun s => Real.exp (γ * s) * Real.sin (ω * s))
      (γ * (Real.exp (γ * t) * Real.sin (ω * t)) + ω * (Real.exp (γ * t) * Real.cos (ω * t)))
      t := (he.fun_mul hw.sin).congr_deriv (by ring)
  refine ⟨hasDerivAt_pair hC hS, ?_⟩
  rw [hF]
  -- the acceleration, component by component
  refine hasDerivAt_pair (((hC.const_mul γ).fun_sub (hS.const_mul ω)).congr_deriv ?_)
    (((hS.const_mul γ).fun_add (hC.const_mul ω)).congr_deriv ?_)
  · simp only [spiral, circlePt, Matrix.cons_val_zero, Matrix.cons_val_one]
    linear_combination (Real.exp (γ * t) * Real.cos (ω * t)) * h1
      - (Real.exp (γ * t) * Real.sin (ω * t)) * h2
  · simp only [spiral, circlePt, Matrix.cons_val_zero, Matrix.cons_val_one]
    linear_combination (Real.exp (γ * t) * Real.sin (ω * t)) * h1
      + (Real.exp (γ * t) * Real.cos (ω * t)) * h2

/-- For `a ≠ 0` the growth rate is positive, and together with the angular frequency it
satisfies `γ² - ω² = -k` and `2 γ ω = a`. -/
theorem rates_spec (k : ℝ) {a : ℝ} (ha : a ≠ 0) :
    0 < growthRate k a ∧ growthRate k a ^ 2 - spinRate k a ^ 2 = -k ∧
      2 * growthRate k a * spinRate k a = a := by
  have ha2 : 0 < a ^ 2 := by positivity
  have hs : Real.sqrt (k ^ 2 + a ^ 2) ^ 2 = k ^ 2 + a ^ 2 := Real.sq_sqrt (by positivity)
  have hk : k < Real.sqrt (k ^ 2 + a ^ 2) := Real.lt_sqrt_of_sq_lt (by linarith)
  have hp : 0 < (Real.sqrt (k ^ 2 + a ^ 2) - k) / 2 := by linarith
  have hγ : 0 < growthRate k a := Real.sqrt_pos.2 hp
  have hγ0 : growthRate k a ≠ 0 := hγ.ne'
  have h1 : growthRate k a ^ 2 = (Real.sqrt (k ^ 2 + a ^ 2) - k) / 2 := Real.sq_sqrt hp.le
  have h2 : 2 * growthRate k a * spinRate k a = a := by
    unfold spinRate
    field_simp
  refine ⟨hγ, ?_, h2⟩
  have h4 : 4 * growthRate k a ^ 2 ≠ 0 := by positivity
  apply mul_left_cancel₀ h4
  linear_combination (4 * growthRate k a ^ 2 + 2 * Real.sqrt (k ^ 2 + a ^ 2) + 2 * k) * h1
    + hs - (2 * growthRate k a * spinRate k a + a) * h2

/-- For `K = wheel k a` with `a ≠ 0`, the spiral with rates `γ`, `ω` solves `x'' = -K x`, its length
is `e^{γ t}` with `γ > 0`, and `ω` has the sign of `a`. -/
theorem waterwheel (k : ℝ) {a : ℝ} (ha : a ≠ 0) :
    (∃ v, IsMotion (wheel k a) (spiral (growthRate k a) (spinRate k a)) v) ∧
      (∀ t, len (spiral (growthRate k a) (spinRate k a) t) = Real.exp (growthRate k a * t)) ∧
      0 < growthRate k a ∧ 0 < a * spinRate k a := by
  obtain ⟨hγ, h1, h2⟩ := rates_spec k ha
  refine ⟨spiral_isMotion h1 h2, fun t => ?_, hγ, ?_⟩
  · have h : spiral (growthRate k a) (spinRate k a) t ⬝ᵥ spiral (growthRate k a) (spinRate k a) t
        = Real.exp (growthRate k a * t) ^ 2 := by
      simp only [spiral, circlePt, dotProduct, Fin.sum_univ_two, Matrix.cons_val_zero,
        Matrix.cons_val_one]
      linear_combination Real.exp (growthRate k a * t) ^ 2
        * Real.sin_sq_add_cos_sq (spinRate k a * t)
    rw [len, h, Real.sqrt_sq (Real.exp_pos _).le]
  · have h : a * spinRate k a = a ^ 2 / (2 * growthRate k a) := by
      unfold spinRate
      ring
    rw [h]
    positivity

/-- Without antisymmetric coupling and with `k > 0`, every motion stays within the length
`√(2 E(0) / k)`. -/
theorem bounded_of_uncoupled {k : ℝ} (hk : 0 < k) {x v : ℝ → Fin 2 → ℝ}
    (h : IsMotion (wheel k 0) x v) (t : ℝ) :
    len (x t) ≤ Real.sqrt (2 * energy (wheel k 0) (x 0) (v 0) / k) := by
  -- the energy is conserved
  have hd : ∀ t, HasDerivAt (fun s => energy (wheel k 0) (x s) (v s)) 0 t := fun t =>
    (energy_balance h t).congr_deriv (by simp [wheel])
  have hE : energy (wheel k 0) (x t) (v t) = energy (wheel k 0) (x 0) (v 0) :=
    is_const_of_deriv_eq_zero (fun s => (hd s).differentiableAt) (fun s => (hd s).deriv) t 0
  have he : energy (wheel k 0) (x t) (v t) = v t ⬝ᵥ v t / 2 + k * (x t ⬝ᵥ x t) / 2 := by
    simp [energy, wheel, Matrix.mulVec, dotProduct, Fin.sum_univ_two]
    ring
  have hv : 0 ≤ v t ⬝ᵥ v t := Finset.sum_nonneg fun i _ => mul_self_nonneg _
  apply Real.sqrt_le_sqrt
  rw [le_div_iff₀ hk]
  linarith

/-- For degenerate modes with `k > 0`, a motion whose length is unbounded at forward times
exists exactly when the antisymmetric coupling `a` is nonzero. -/
theorem runaway_iff {k : ℝ} (hk : 0 < k) (a : ℝ) :
    (∃ x v, IsMotion (wheel k a) x v ∧ ∀ C, ∃ t, 0 ≤ t ∧ C < len (x t)) ↔ a ≠ 0 := by
  constructor
  · rintro ⟨x, v, h, hu⟩ rfl
    obtain ⟨t, _, ht⟩ := hu (Real.sqrt (2 * energy (wheel k 0) (x 0) (v 0) / k))
    exact absurd (bounded_of_uncoupled hk h t) (not_le_of_gt ht)
  · intro ha
    obtain ⟨⟨v, hv⟩, hl, hγ, _⟩ := waterwheel k ha
    refine ⟨_, v, hv, fun C => ⟨|C| / growthRate k a, by positivity, ?_⟩⟩
    have hγ0 : growthRate k a ≠ 0 := hγ.ne'
    have h : growthRate k a * (|C| / growthRate k a) = |C| := by field_simp
    rw [hl, h]
    linarith [Real.add_one_le_exp |C|, le_abs_self C]

end

end AtomicWaterwheel
```

```lean
#print axioms AtomicWaterwheel.loopWork_eq_zero_iff
#print axioms AtomicWaterwheel.runaway_iff
```

```
'AtomicWaterwheel.loopWork_eq_zero_iff' depends on axioms: [propext, Classical.choice, Quot.sound]
'AtomicWaterwheel.runaway_iff' depends on axioms: [propext, Classical.choice, Quot.sound]
```

## What the statements say

Points are `Fin 2 → ℝ`, and `len` supplies the Euclidean length because that type's default norm is the maximum norm. `IsMotion K x v` demands x′ = v and v′ = −Kx at every real time. `loopWork_eq`, `loopWork_eq_zero_iff` and `energy_balance` hold for any real K. `waterwheel` states, for a ≠ 0 and every real k, that the spiral is a motion with length e^{γt}, γ > 0 and aω > 0. It exhibits one solution and says nothing of general initial conditions. The hypothesis `hk : 0 < k`, that each uncoupled mode is stable, enters in `bounded_of_uncoupled` and `runaway_iff`: a motion unbounded at t ≥ 0 exists exactly when a ≠ 0.

The constant a is postulated: it is half the curl ∂₀F₁ − ∂₁F₀ = 2a of the force, and a steady electronic current can exert a force with nonzero curl on the atoms of a biased junction. The result bears on dynamics under such current-induced forces only within a classical, linear model of two exactly degenerate modes, without friction, noise, velocity-dependent forces or anharmonicity.

## How the proofs follow the derivation

In `loopWork_eq`, `hf` is the integrand above, `hG` differentiates an antiderivative built from sin²θ/2 and (θ ∓ sin θ cos θ)/2, closing with sin² + cos² = 1, and the fundamental theorem of calculus evaluates the limits. `energy_balance` expands E in components and applies the product rule. `spiral_isMotion` stays real: `hC` and `hS` are the real and imaginary parts of z′ = (γ + iω)z, and each acceleration component is a `linear_combination` of the two conditions. `rates_spec` proves γ² − ω² = −k after multiplication by 4γ², which is the quartic. `bounded_of_uncoupled` gets constant E from a zero derivative and drops v·v ≥ 0. `runaway_iff` combines this bound with the time t = |C|/γ, where the length e^{|C|} ≥ |C| + 1 exceeds any given bound C.

## Finite-difference force constants

In a calculation one displaces coordinate j by ±δ, with mass-weighted coordinates and forces, and forms

Kᵢⱼ ≈ −[Fᵢ(+δ) − Fᵢ(−δ)]/(2δ).

Replacing K by (K + Kᵀ)/2 sets a to zero, while a symmetric eigensolver that reads only one triangle of K mistakes a for a symmetric coupling and returns the real pair k ± a; either way the growing spiral is lost. For k = 3 and a = 4 the second route returns 7 and −1, a runaway along a straight line instead of a spiral. A general eigensolver applied to the degenerate matrix returns the pair k ± ia, one member of which is −(γ + iω)²; this eigenvalue reading goes beyond the theorems in the file. The asymmetry K₀₁ − K₁₀ must be converged in δ and in force accuracy before it is read as W/(πr²).
